# Weak exponential screening lowers the Madelung constant of an alternating chain by an amount linear in the screening parameter

Suppose the Coulomb sum of an ionic chain is made to converge absolutely by a factor $e^{-kr}$, with a small $k$, and the result is taken as the unscreened constant. At $k=0.01$ it is then too low by almost $0.01$, out of about $1.386$. Adding more neighbours does not help, because the error belongs to the screened sum itself. If its size is known, most of it can be removed by adding $k$.

The model is an infinite chain of fixed point charges $\pm1$ with alternating signs and unit spacing, so $k$ is the spacing divided by the screening length. For this one-dimensional model, the result tells a simulator how to extrapolate a screened lattice sum to zero screening. It does not treat three-dimensional crystals or defect supercells.

```lean
import Mathlib

open Filter Topology

namespace ScreenedChainError

noncomputable section
```

## The screened sum

Two ions sit at distance $n+1$ from a reference ion, for $n=0,1,2,\dots$ Attraction is counted as positive, so the nearest neighbours contribute with a plus sign. Together the two ions give

$$t_n(k)=\frac{2(-1)^n e^{-k(n+1)}}{n+1}.$$

```lean
/-- Contribution of the two ions at distance `n + 1` from a reference ion of the alternating
chain, damped by the screening factor `exp (-k (n + 1))`. -/
def pairTerm (k : ℝ) (n : ℕ) : ℝ :=
  2 * (-1) ^ n * Real.exp (-k * (n + 1)) / (n + 1)
```

The screened Madelung constant is $M(k)=\sum_{n\ge0}t_n(k)$.

```lean
/-- The screened Madelung constant of the alternating chain, for screening parameter `k > 0`:
the sum of the contributions of all pairs of neighbours. -/
def madelung (k : ℝ) : ℝ := ∑' n, pairTerm k n
```

For $|x|<1$ the logarithm series is $\sum_{n\ge0}x^{n+1}/(n+1)=-\ln(1-x)$. Setting $x=-e^{-k}$, which is allowed for $k>0$, and multiplying by $-2$ gives

$$M(k)=2\ln(1+e^{-k}).$$

```lean
/-- For `k > 0` the screened pair contributions sum to `2 ln (1 + exp (-k))`. -/
theorem hasSum_pairTerm {k : ℝ} (hk : 0 < k) :
    HasSum (pairTerm k) (2 * Real.log (1 + Real.exp (-k))) := by
  have hx : |-Real.exp (-k)| < 1 := by
    rw [abs_neg, abs_of_pos (Real.exp_pos _)]
    exact Real.exp_lt_one_iff.mpr (by linarith)
  -- the logarithm series at `-exp (-k)`
  have h := (Real.hasSum_pow_div_log_of_abs_lt_one hx).mul_left (-2)
  have hterm : pairTerm k =
      fun n : ℕ => -2 * ((-Real.exp (-k)) ^ (n + 1) / ((n : ℝ) + 1)) := by
    funext n
    have e : Real.exp (-k * (n + 1)) = Real.exp (-k) ^ (n + 1) := by
      rw [← Real.exp_nat_mul]
      congr 1
      push_cast
      ring
    unfold pairTerm
    rw [e, neg_pow (Real.exp (-k)) (n + 1), pow_succ (-1 : ℝ) n]
    ring
  have hval : 2 * Real.log (1 + Real.exp (-k)) = -2 * -Real.log (1 - -Real.exp (-k)) := by
    rw [sub_neg_eq_add]
    ring
  rw [hterm, hval]
  exact h
```

`HasSum` states that the series converges, in any order of summation, and that this is its sum. In the proof, `hterm` matches the terms with those of the logarithm series and `hval` matches the values.

The hypothesis $k>0$ cannot be weakened to $k\ge0$. At $k=0$ the terms are $2(-1)^n/(n+1)$, whose absolute values form a divergent harmonic series, so `HasSum` fails and Lean assigns `madelung 0` the value $0$. Summed in order of distance, the same terms give $2\ln2$. This is the unscreened constant, and it enters the theorems below as the number `2 * Real.log 2`.

## The exact error

Taking out the geometric mean of $1$ and $e^{-k}$ gives $1+e^{-k}=2e^{-k/2}\cosh(k/2)$. The logarithm turns the product into a sum, $M(k)=2\ln2-k+2\ln\cosh(k/2)$, and therefore

$$2\ln2-M(k)=k-2\ln\cosh(k/2).$$

```lean
/-- For `k > 0` the error made by screening is exactly `k - 2 ln cosh (k / 2)`. -/
theorem screening_error_eq {k : ℝ} (hk : 0 < k) :
    2 * Real.log 2 - madelung k = k - 2 * Real.log (Real.cosh (k / 2)) := by
  have h1 : Real.exp (-(k / 2)) * Real.exp (k / 2) = 1 := by
    rw [← Real.exp_add, neg_add_cancel, Real.exp_zero]
  have h2 : Real.exp (-(k / 2)) * Real.exp (-(k / 2)) = Real.exp (-k) := by
    rw [← Real.exp_add]
    congr 1
    ring
  -- take out the geometric mean of the two terms `1` and `exp (-k)`
  have hf : 1 + Real.exp (-k) = 2 * Real.exp (-(k / 2)) * Real.cosh (k / 2) := by
    rw [Real.cosh_eq]
    linear_combination -h1 - h2
  have hc : Real.cosh (k / 2) ≠ 0 := (Real.cosh_pos _).ne'
  have he : Real.exp (-(k / 2)) ≠ 0 := (Real.exp_pos _).ne'
  have hM : madelung k = 2 * Real.log (1 + Real.exp (-k)) := (hasSum_pairTerm hk).tsum_eq
  rw [hM, hf, Real.log_mul (mul_ne_zero two_ne_zero he) hc,
    Real.log_mul two_ne_zero he, Real.log_exp]
  ring
```

The factorisation is `hf`; the final rewriting splits the logarithm.

## Stronger screening, smaller constant

Let $0<k<l$. Since $e^{-l}<e^{-k}$, the closed form gives $M(l)<M(k)$. The exact error gives

$$M(k)-M(l)=(l-k)-2\left[\ln\cosh(l/2)-\ln\cosh(k/2)\right]<l-k,$$

because $\cosh$ increases on positive arguments.

```lean
/-- Raising the screening parameter from `k > 0` to `l > k` strictly lowers the Madelung
constant, by less than `l - k`. -/
theorem madelung_drop {k l : ℝ} (hk : 0 < k) (hkl : k < l) :
    0 < madelung k - madelung l ∧ madelung k - madelung l < l - k := by
  have hl : 0 < l := hk.trans hkl
  constructor
  · have hMk : madelung k = 2 * Real.log (1 + Real.exp (-k)) := (hasSum_pairTerm hk).tsum_eq
    have hMl : madelung l = 2 * Real.log (1 + Real.exp (-l)) := (hasSum_pairTerm hl).tsum_eq
    have hexp : Real.exp (-l) < Real.exp (-k) := Real.exp_lt_exp.mpr (by linarith)
    have hlog : Real.log (1 + Real.exp (-l)) < Real.log (1 + Real.exp (-k)) :=
      Real.log_lt_log (by positivity) (by linarith)
    linarith
  · have hcosh : Real.cosh (k / 2) < Real.cosh (l / 2) := by
      rw [Real.cosh_lt_cosh, abs_of_pos (by linarith), abs_of_pos (by linarith)]
      linarith
    have hlog := Real.log_lt_log (Real.cosh_pos (k / 2)) hcosh
    have ek := screening_error_eq hk
    have el := screening_error_eq hl
    linarith
```

The two parts of the statement say that $M$ strictly decreases and that it never drops by as much as $k$ rises.

## Bounds after adding $k$ back

By the exact error, $M(k)+k-2\ln2=2\ln\cosh(k/2)$. From above, $\cosh x\le e^{x^2/2}$ at $x=k/2$ gives at most $k^2/4$. From below, $\sinh x\ge x$ for $x\ge0$ gives

$$\cosh(k/2)=1+2\sinh^2(k/4)\ge1+\frac{k^2}{8},$$

and $\ln y\ge1-1/y$ for $y>0$ then yields

$$2\ln\cosh(k/2)\ge2\left(1-\frac{1}{1+k^2/8}\right)=\frac{k^2/4}{1+k^2/8}.$$

```lean
/-- For `k > 0` the corrected constant `M(k) + k` exceeds the unscreened value `2 ln 2` by at
least `(k² / 4) / (1 + k² / 8)` and at most `k² / 4`. -/
theorem corrected_error_bounds {k : ℝ} (hk : 0 < k) :
    k ^ 2 / 4 / (1 + k ^ 2 / 8) ≤ madelung k + k - 2 * Real.log 2 ∧
      madelung k + k - 2 * Real.log 2 ≤ k ^ 2 / 4 := by
  have e := screening_error_eq hk
  constructor
  · -- `cosh (k / 2) = 1 + 2 sinh² (k / 4)` and `sinh x ≥ x`
    have hs : k / 4 ≤ Real.sinh (k / 4) := Real.self_le_sinh_iff.mpr (by linarith)
    have hc : Real.cosh (k / 2) = 1 + 2 * Real.sinh (k / 4) ^ 2 := by
      have h2 : k / 2 = 2 * (k / 4) := by ring
      rw [h2, Real.cosh_two_mul, Real.cosh_sq]
      ring
    have hge : 1 + k ^ 2 / 8 ≤ Real.cosh (k / 2) := by
      rw [hc]
      nlinarith
    have hp : 0 < 1 + k ^ 2 / 8 := by positivity
    have h1 := Real.one_sub_inv_le_log_of_pos hp
    have h2 := Real.log_le_log hp hge
    have h3 : k ^ 2 / 4 / (1 + k ^ 2 / 8) = 2 * (1 - (1 + k ^ 2 / 8)⁻¹) := by
      rw [div_eq_mul_inv (k ^ 2 / 4)]
      linear_combination 2 * mul_inv_cancel₀ hp.ne'
    rw [h3]
    linarith
  · -- the Gaussian bound on `cosh`
    have h := Real.log_le_log (Real.cosh_pos (k / 2)) (Real.cosh_le_exp_half_sq (k / 2))
    rw [Real.log_exp] at h
    nlinarith
```

At $k=0.01$ the corrected constant $M(k)+k$ is thus too high by at most $2.5\times10^{-5}$.

## The two limits

The upper bound gives $2\ln2-M(k)\ge k-k^2/4$. The lower bound is nonnegative, so $2\ln2-M(k)\le k$. Dividing by $k>0$,

$$1-\frac{k}{4}\le\frac{2\ln2-M(k)}{k}\le1,$$

and the ratio tends to $1$ as $k\to0^+$.

```lean
/-- A screening convergence factor leaves a linear error: `(2 ln 2 - M(k)) / k` tends to `1`
as the screening parameter `k` tends to `0` from above. -/
theorem screening_error_linear :
    Tendsto (fun k : ℝ => (2 * Real.log 2 - madelung k) / k) (𝓝[>] 0) (𝓝 1) := by
  have hcont : Continuous (fun k : ℝ => 1 - k / 4) := by fun_prop
  have hlow : Tendsto (fun k : ℝ => 1 - k / 4) (𝓝[>] 0) (𝓝 1) :=
    (hcont.tendsto' 0 1 (by norm_num)).mono_left nhdsWithin_le_nhds
  refine tendsto_of_tendsto_of_tendsto_of_le_of_le' hlow tendsto_const_nhds ?_ ?_
  · filter_upwards [self_mem_nhdsWithin] with k hk
    have hk' : 0 < k := hk
    rw [le_div_iff₀ hk']
    nlinarith [(corrected_error_bounds hk').2]
  · filter_upwards [self_mem_nhdsWithin] with k hk
    have hk' : 0 < k := hk
    have hpos : 0 ≤ k ^ 2 / 4 / (1 + k ^ 2 / 8) := by positivity
    rw [div_le_iff₀ hk']
    linarith [(corrected_error_bounds hk').1]
```

The filter `𝓝[>] 0` expresses the approach to zero through positive values. The `tendsto_of_tendsto_of_tendsto_of_le_of_le'` step is the squeeze, and each `filter_upwards` block supplies one of the two inequalities.

Dividing the bounds on the corrected constant by $k^2$ gives

$$\frac{1/4}{1+k^2/8}\le\frac{M(k)+k-2\ln2}{k^2}\le\frac14,$$

so the remaining error is quadratic, with coefficient $1/4$. The proof is the same squeeze.

```lean
/-- Adding `k` to the screened constant leaves a quadratic error: `(M(k) + k - 2 ln 2) / k²`
tends to `1 / 4` as `k` tends to `0` from above. -/
theorem corrected_error_quadratic :
    Tendsto (fun k : ℝ => (madelung k + k - 2 * Real.log 2) / k ^ 2) (𝓝[>] 0) (𝓝 (1 / 4)) := by
  have hcont : Continuous (fun k : ℝ => 1 / 4 / (1 + k ^ 2 / 8)) :=
    Continuous.div continuous_const (by fun_prop) (fun k => by positivity)
  have hlow : Tendsto (fun k : ℝ => 1 / 4 / (1 + k ^ 2 / 8)) (𝓝[>] 0) (𝓝 (1 / 4)) :=
    (hcont.tendsto' 0 (1 / 4) (by norm_num)).mono_left nhdsWithin_le_nhds
  refine tendsto_of_tendsto_of_tendsto_of_le_of_le' hlow tendsto_const_nhds ?_ ?_
  · filter_upwards [self_mem_nhdsWithin] with k hk
    have hk' : 0 < k := hk
    have e : 1 / 4 / (1 + k ^ 2 / 8) * k ^ 2 = k ^ 2 / 4 / (1 + k ^ 2 / 8) := by ring
    rw [le_div_iff₀ (pow_pos hk' 2), e]
    exact (corrected_error_bounds hk').1
  · filter_upwards [self_mem_nhdsWithin] with k hk
    have hk' : 0 < k := hk
    rw [div_le_iff₀ (pow_pos hk' 2)]
    linarith [(corrected_error_bounds hk').2]

end

end ScreenedChainError
```

```lean
#print axioms ScreenedChainError.madelung_drop
#print axioms ScreenedChainError.screening_error_linear
#print axioms ScreenedChainError.corrected_error_quadratic
```

```
'ScreenedChainError.madelung_drop' depends on axioms: [propext, Classical.choice, Quot.sound]
'ScreenedChainError.screening_error_linear' depends on axioms: [propext, Classical.choice, Quot.sound]
'ScreenedChainError.corrected_error_quadratic' depends on axioms: [propext, Classical.choice, Quot.sound]
```
